# Two hopping pulses of area π/2, inside the cells and then between them, shift A one cell forward and B one cell back

A particle sits in one well of a ring of double wells. The barriers inside the double wells are lowered for a while and raised again, and then the same is done with the barriers between neighbouring double wells. In general the particle ends up spread over several wells. Which pulses carry it with certainty to the corresponding well of a neighbouring cell?

Number the cells by $j$ modulo $N$, and write $A_j$ and $B_j$ for the two sites of cell $j$ and for the normalised states localised there. Let $H_v$ hop between $A_j$ and $B_j$, and $H_w$ between $B_j$ and $A_{j+1}$, both with unit amplitude and $\hbar=1$. Two pulses of area $\pi/2$ do this:

$$e^{-i\pi H_w/2}\,e^{-i\pi H_v/2}:\qquad A_j\mapsto -A_{j+1},\qquad B_j\mapsto -B_{j-1}.$$

The Rice–Mele pump, whose name the Lean namespace below borrows, is a slow loop in which the hoppings and a staggered on-site energy vary together, with the charge transported by a filled band given by a topological invariant. The cycle here is a different one: it has no on-site energy and uses two separate pulses, and if A and B are equally occupied, their opposite shifts cancel and there is no net transport. The shifts are calculated directly, without using an adiabatic limit or an invariant. For one non-interacting particle on a finite ring, it gives a closed-form result against which a time-propagation code can be compared.

## A closed ring with at least one cell

Closing the ring gives every site a partner under both kinds of hopping. The derivation by hand uses this whenever it writes $j+1$ or $j-1$ without asking whether that cell exists. On an open chain, an end site without a partner would simply be left alone by one of the pulses, and the shift would fail there.

In Lean the cell label has type `ZMod N`, so the arithmetic of labels is periodic. A site is `Sum.inl j` for $A_j$ or `Sum.inr j` for $B_j$, and a state is a complex function on the sites.

```lean
import Mathlib

open Matrix

namespace RiceMelePump

noncomputable section

/-- The sites of a ring of `N` cells: `Sum.inl j` is the site A_j and `Sum.inr j` is B_j. -/
abbrev Site (N : ℕ) := ZMod N ⊕ ZMod N

variable {N : ℕ}

/-- The state of a particle localised on the site A_j. -/
def ketA (j : ZMod N) : Site N → ℂ := Pi.single (Sum.inl j) 1

/-- The state of a particle localised on the site B_j. -/
def ketB (j : ZMod N) : Site N → ℂ := Pi.single (Sum.inr j) 1
```

The condition $N\ge 1$ appears below as `[NeZero N]`. It makes the set of sites finite, which the matrix products and exponentials need. For $N=0$ the type `ZMod 0` is the integers, an infinite chain, which these finite matrices do not describe.

## One set of bonds at a time

Only one kind of bond is open during each pulse. The ring then falls apart into isolated pairs of sites, and the particle oscillates within its pair. If both kinds were open together on a ring with $N>1$, the particle would spread along the ring and the two-site calculation would no longer apply.

One definition covers both Hamiltonians: `hop d` joins $B_j$ to $A_{j+d}$, so $H_v$ is `hop 0` and $H_w$ is `hop 1`. Call this matrix $H_d$. The pulse is a true matrix exponential $e^{-i\theta H_d}$, where the area $\theta$ is the hopping amplitude integrated over time.

```lean
/-- The Hamiltonian of unit hopping between B_j and A_(j+d), for all cells j.
The hopping inside the cells is `hop 0`, the hopping between neighbouring cells `hop 1`. -/
def hop (d : ZMod N) : Matrix (Site N) (Site N) ℂ :=
  Matrix.of fun x y => match x, y with
    | Sum.inl i, Sum.inr j => if i = j + d then 1 else 0
    | Sum.inr j, Sum.inl i => if i = j + d then 1 else 0
    | _, _ => 0

/-- The time evolution exp(-iθH) under the hopping Hamiltonian H = `hop d`. -/
def pulse [NeZero N] (d : ZMod N) (θ : ℝ) : Matrix (Site N) (Site N) ℂ :=
  NormedSpace.exp ((-(Complex.I * (θ : ℂ))) • hop d)

/-- One pump cycle: a pulse of area α inside the cells, then one of area β between them. -/
def cycle [NeZero N] (α β : ℝ) : Matrix (Site N) (Site N) ℂ :=
  pulse 1 β * pulse 0 α
```

The order of the factors in `cycle` matters. The right-hand factor acts first, so `pulse 1 β * pulse 0 α` opens the bonds inside the cells before those between them. Writing the factors from left to right in order of time reverses the pump: $A_j$ would go first to $B_{j-1}$ and then to $A_{j-1}$.

## Equal unit hoppings and no on-site energy

These assumptions give $H_d^2=1$. By hand, $H_dA_j=B_{j-d}$ and $H_dB_j=A_{j+d}$, so two applications bring every site back to itself. In the exponential series the even powers of $H_d$ are then $1$ and the odd powers are $H_d$, which gives

$$e^{-i\theta H_d}=\cos\theta-i\sin\theta\,H_d .$$

A staggered energy $\pm\Delta$ on the two sites of a bond would change the square to $1+\Delta^2$ and limit the transfer probability to $1/(1+\Delta^2)$. Unequal hoppings would make different bonds complete their transfer at different times.

In `exp_involution` the condition is the hypothesis `hH : H * H = 1`, for any finite complex matrix and any complex $\theta$. The proof replaces the series by a derivative. With $V(\theta)=\cos\theta+i\sin\theta\,H$,

$$\frac{d}{d\theta}\left(e^{-i\theta H}V\right)=e^{-i\theta H}\left(-iHV+V'\right)=e^{-i\theta H}\sin\theta\,(H^2-1)=0 .$$

The cancellation is `alg`. The product is therefore constant and equals its value $1$ at $\theta=0$, which is `hc`. Since $V(\theta)(\cos\theta-i\sin\theta\,H)=\cos^2\theta+\sin^2\theta\,H^2=1$, which is `hinv`, the exponential must be the stated expression.

```lean
/-- A Hamiltonian with H² = 1 generates the evolution exp(-iθH) = cos θ - i sin θ H. -/
theorem exp_involution {n : Type*} [Fintype n] [DecidableEq n] (H : Matrix n n ℂ)
    (hH : H * H = 1) (θ : ℂ) :
    NormedSpace.exp ((-(Complex.I * θ)) • H)
      = Complex.cos θ • (1 : Matrix n n ℂ) - (Complex.I * Complex.sin θ) • H := by
  have alg : ∀ t : ℂ, ((-Complex.I) • H) *
      (Complex.cos t • (1 : Matrix n n ℂ) + (Complex.I * Complex.sin t) • H)
      + ((-Complex.sin t) • (1 : Matrix n n ℂ) + (Complex.I * Complex.cos t) • H) = 0 := by
    intro t
    have e : ((-Complex.I) • H) *
        (Complex.cos t • (1 : Matrix n n ℂ) + (Complex.I * Complex.sin t) • H)
        = (-(Complex.I * Complex.I) * Complex.sin t) • (H * H)
          - (Complex.I * Complex.cos t) • H := by
      simp only [mul_add, smul_mul_assoc, mul_smul_comm, mul_one]
      module
    rw [e, hH, Complex.I_mul_I]
    module
  -- the evolution times its candidate inverse does not depend on θ
  have hc : NormedSpace.exp (θ • ((-Complex.I) • H)) *
      (Complex.cos θ • (1 : Matrix n n ℂ) + (Complex.I * Complex.sin θ) • H) = 1 := by
    let : NormedRing (Matrix n n ℂ) := Matrix.linftyOpNormedRing
    let : NormedAlgebra ℂ (Matrix n n ℂ) := Matrix.linftyOpNormedAlgebra
    have hd : ∀ t : ℂ, HasDerivAt (fun u : ℂ => NormedSpace.exp (u • ((-Complex.I) • H)) *
        (Complex.cos u • (1 : Matrix n n ℂ) + (Complex.I * Complex.sin u) • H)) 0 t := by
      intro t
      have h1 := hasDerivAt_exp_smul_const ((-Complex.I) • H) t
      have h2 := ((Complex.hasDerivAt_cos t).smul_const (1 : Matrix n n ℂ)).fun_add
        (((Complex.hasDerivAt_sin t).const_mul Complex.I).smul_const H)
      refine (h1.fun_mul h2).congr_deriv ?_
      rw [mul_assoc, ← mul_add, alg t, mul_zero]
    have h := is_const_of_deriv_eq_zero (fun t => (hd t).differentiableAt)
      (fun t => (hd t).deriv) θ 0
    simp only [zero_smul, NormedSpace.exp_zero, Complex.cos_zero, Complex.sin_zero,
      mul_zero, one_smul, add_zero, mul_one] at h
    exact h
  have hinv : (Complex.cos θ • (1 : Matrix n n ℂ) + (Complex.I * Complex.sin θ) • H) *
      (Complex.cos θ • (1 : Matrix n n ℂ) - (Complex.I * Complex.sin θ) • H) = 1 := by
    have e : (Complex.cos θ • (1 : Matrix n n ℂ) + (Complex.I * Complex.sin θ) • H) *
        (Complex.cos θ • (1 : Matrix n n ℂ) - (Complex.I * Complex.sin θ) • H)
        = (Complex.cos θ * Complex.cos θ) • (1 : Matrix n n ℂ)
          - (Complex.I * Complex.I * (Complex.sin θ * Complex.sin θ)) • (H * H) := by
      simp only [add_mul, mul_sub, smul_mul_assoc, mul_smul_comm, mul_one, one_mul]
      module
    have s : Complex.cos θ * Complex.cos θ - -1 * (Complex.sin θ * Complex.sin θ) = 1 := by
      linear_combination Complex.sin_sq_add_cos_sq θ
    rw [e, hH, Complex.I_mul_I, ← sub_smul, s, one_smul]
  have hx : (-(Complex.I * θ)) • H = θ • ((-Complex.I) • H) := by module
  rw [hx]
  calc NormedSpace.exp (θ • ((-Complex.I) • H))
      = NormedSpace.exp (θ • ((-Complex.I) • H)) *
        ((Complex.cos θ • (1 : Matrix n n ℂ) + (Complex.I * Complex.sin θ) • H) *
          (Complex.cos θ • (1 : Matrix n n ℂ) - (Complex.I * Complex.sin θ) • H)) := by
        rw [hinv, mul_one]
    _ = Complex.cos θ • (1 : Matrix n n ℂ) - (Complex.I * Complex.sin θ) • H := by
        rw [← mul_assoc, hc, one_mul]
```

For the ring the hypothesis is derived and not assumed. `hop_ket` checks the action on localised states site by site, and `hop_sq` applies it twice to each basis state, which compares the two matrices column by column.

```lean
variable [NeZero N]

/-- The hopping Hamiltonian moves a particle from A_j to B_(j-d) and from B_j to A_(j+d). -/
theorem hop_ket (d j : ZMod N) :
    hop d *ᵥ ketA j = ketB (j - d) ∧ hop d *ᵥ ketB j = ketA (j + d) := by
  constructor
  · ext x
    rcases x with i | i
    · simp [hop, ketA, ketB]
    · have e : j = i + d ↔ i = j - d :=
        ⟨fun h => by rw [h]; ring, fun h => by rw [h]; ring⟩
      simp [hop, ketA, ketB, Pi.single_apply, e]
  · ext x
    rcases x with i | i <;>
      simp [hop, ketA, ketB, Pi.single_apply]

/-- The hopping Hamiltonian squares to the identity. -/
theorem hop_sq (d : ZMod N) : hop d * hop d = 1 := by
  ext x y
  have h : (hop d * hop d) *ᵥ Pi.single y 1 = Pi.single y 1 := by
    rw [← Matrix.mulVec_mulVec]
    rcases y with j | j
    · change hop d *ᵥ (hop d *ᵥ ketA j) = ketA j
      rw [(hop_ket d j).1, (hop_ket d _).2, sub_add_cancel]
    · change hop d *ᵥ (hop d *ᵥ ketB j) = ketB j
      rw [(hop_ket d j).2, (hop_ket d _).1, add_sub_cancel_right]
  rw [Matrix.mulVec_single_one] at h
  have hx := congrFun h x
  rw [Matrix.one_apply]
  rw [Pi.single_apply] at hx
  exact hx
```

A single pulse therefore splits a localised particle between the two ends of its bond:

$$A_j\mapsto\cos\theta\,A_j-i\sin\theta\,B_{j-d},\qquad B_j\mapsto\cos\theta\,B_j-i\sin\theta\,A_{j+d}.$$

```lean
/-- A pulse of area θ splits a localised particle between the two ends of its bond,
with amplitudes cos θ and -i sin θ. -/
theorem pulse_ket (d j : ZMod N) (θ : ℝ) :
    pulse d θ *ᵥ ketA j
      = Complex.cos θ • ketA j - (Complex.I * Complex.sin θ) • ketB (j - d) ∧
    pulse d θ *ᵥ ketB j
      = Complex.cos θ • ketB j - (Complex.I * Complex.sin θ) • ketA (j + d) := by
  rw [pulse, exp_involution _ (hop_sq d)]
  constructor
  · rw [Matrix.sub_mulVec, Matrix.smul_mulVec, Matrix.smul_mulVec, Matrix.one_mulVec,
      (hop_ket d j).1]
  · rw [Matrix.sub_mulVec, Matrix.smul_mulVec, Matrix.smul_mulVec, Matrix.one_mulVec,
      (hop_ket d j).2]
```

Now take area $\alpha$ with $d=0$, followed by area $\beta$ with $d=1$. The first pulse gives $\cos\alpha\,A_j-i\sin\alpha\,B_j$. Applying the second to each term gives

$$\cos\alpha\cos\beta\,A_j-i\cos\alpha\sin\beta\,B_{j-1}-i\sin\alpha\cos\beta\,B_j-\sin\alpha\sin\beta\,A_{j+1}.$$

The last sign comes from $(-i)^2=-1$. `cycle_ketA` follows the same route, with `Complex.I_sq` supplying that sign.

```lean
/-- The state that a cycle with arbitrary pulse areas α and β makes from a particle on A_j. -/
theorem cycle_ketA (α β : ℝ) (j : ZMod N) :
    cycle α β *ᵥ ketA j
      = (Complex.cos α * Complex.cos β) • ketA j
        - (Complex.I * Complex.cos α * Complex.sin β) • ketB (j - 1)
        - (Complex.I * Complex.sin α * Complex.cos β) • ketB j
        - (Complex.sin α * Complex.sin β) • ketA (j + 1) := by
  rw [cycle, ← Matrix.mulVec_mulVec, (pulse_ket 0 j α).1, sub_zero, Matrix.mulVec_sub,
    Matrix.mulVec_smul, Matrix.mulVec_smul, (pulse_ket 1 j β).1, (pulse_ket 1 j β).2]
  ext x
  simp only [Pi.sub_apply, Pi.smul_apply, smul_eq_mul]
  linear_combination (Complex.sin α * Complex.sin β * ketA (j + 1) x) * Complex.I_sq
```

## Both pulse areas equal to π/2

An area of $\pi/2$ leaves the barrier open just long enough for the particle to cross its bond completely. By hand, this is where $\cos\theta=0$ and $\sin\theta=1$ enter:

$$A_j\mapsto -iB_j\mapsto(-i)^2A_{j+1}=-A_{j+1},\qquad B_j\mapsto -iA_j\mapsto(-i)^2B_{j-1}=-B_{j-1}.$$

`pump_cycle` states both maps. Its proof records the two trigonometric values as `hc` and `hs`, substitutes them into `cycle_ketA` for the first map, and applies `pulse_ket` twice for the second.

```lean
/-- The pump cycle exp(-iπHw/2) exp(-iπHv/2) maps A_j to -A_(j+1) and B_j to -B_(j-1). -/
theorem pump_cycle (j : ZMod N) :
    cycle (Real.pi / 2) (Real.pi / 2) *ᵥ ketA j = -ketA (j + 1) ∧
    cycle (Real.pi / 2) (Real.pi / 2) *ᵥ ketB j = -ketB (j - 1) := by
  have hc : Complex.cos ((Real.pi / 2 : ℝ) : ℂ) = 0 := by
    rw [← Complex.ofReal_cos, Real.cos_pi_div_two, Complex.ofReal_zero]
  have hs : Complex.sin ((Real.pi / 2 : ℝ) : ℂ) = 1 := by
    rw [← Complex.ofReal_sin, Real.sin_pi_div_two, Complex.ofReal_one]
  constructor
  · rw [cycle_ketA, hc, hs]
    simp
  · rw [cycle, ← Matrix.mulVec_mulVec, (pulse_ket 0 j _).2, add_zero, hc, hs, zero_smul,
      zero_sub, mul_one, Matrix.mulVec_neg, Matrix.mulVec_smul, (pulse_ket 1 j _).1, hc, hs]
    ext x
    simp only [Pi.neg_apply, Pi.sub_apply, Pi.smul_apply, smul_eq_mul]
    linear_combination ketB (j - 1) x * Complex.I_sq
```

With other areas the particle can be left behind. Take $N=3$, start on $A_0$, and let $\alpha=\beta=\pi/3$, so that each cosine is $1/2$ and each sine is $\sqrt3/2$. The output is

$$\tfrac14A_0-\tfrac{i\sqrt3}{4}B_2-\tfrac{i\sqrt3}{4}B_0-\tfrac34A_1 ,$$

with probabilities $1/16$, $3/16$, $3/16$ and $9/16$, which add to one. Only $9/16$ reaches the next cell.

At area $\pi/2$ nothing is left behind, so cycles can be chained. After $n$ of them, $A_j$ has become $(-1)^nA_{j+n}$ and $B_j$ has become $(-1)^nB_{j-n}$. The sign is common to both sublattices and is thus a global phase. `pump_iterate` proves this by induction on $n$, with one more use of `pump_cycle` at each step.

```lean
/-- After n pump cycles a particle from A_j sits on A_(j+n) and one from B_j on B_(j-n),
each with the sign (-1)^n. -/
theorem pump_iterate (n : ℕ) (j : ZMod N) :
    cycle (Real.pi / 2) (Real.pi / 2) ^ n *ᵥ ketA j
      = (-1 : ℂ) ^ n • ketA (j + (n : ZMod N)) ∧
    cycle (Real.pi / 2) (Real.pi / 2) ^ n *ᵥ ketB j
      = (-1 : ℂ) ^ n • ketB (j - (n : ZMod N)) := by
  induction n with
  | zero => simp
  | succ n ih =>
    constructor
    · rw [pow_succ', ← Matrix.mulVec_mulVec, ih.1, Matrix.mulVec_smul, (pump_cycle _).1,
        Nat.cast_succ, ← add_assoc, pow_succ]
      module
    · rw [pow_succ', ← Matrix.mulVec_mulVec, ih.2, Matrix.mulVec_smul, (pump_cycle _).2,
        Nat.cast_succ, ← sub_sub, pow_succ]
      module
```

## More than one cell, for the converse

Which other areas carry a particle from $A_j$ to $A_{j+1}$ with certainty? The amplitude on $A_{j+1}$ is $-\sin\alpha\sin\beta$, provided that $A_{j+1}$ and $A_j$ are different sites. This is where $N>1$ is needed. The missing probability can be written in two ways:

$$1-\sin^2\alpha\sin^2\beta=\cos^2\alpha+\sin^2\alpha\cos^2\beta=\cos^2\beta+\sin^2\beta\cos^2\alpha .$$

If it vanishes, the first form forces $\cos\alpha=0$ and the second forces $\cos\beta=0$. Conversely, if both cosines vanish, so does the missing probability. Each area must therefore be an odd multiple of $\pi/2$.

With $N=1$ the "next" cell is the starting cell. The two contributions add to $\cos\alpha\cos\beta-\sin\alpha\sin\beta=\cos(\alpha+\beta)$, and $\alpha=\beta=0$ already gives probability one, so the equivalence fails. The shift formulas themselves still hold there, with $j+1=j$.

In `perfect_transfer_iff` the condition is `hN : 1 < N`, and the probability is the squared modulus of the output state at the site `Sum.inl (j + 1)`. The proof uses `hN` in `amp`, to discard the $A_j$ term when the amplitude is read off. The two forms of the missing probability are `h1` and `h2`.

```lean
/-- On a ring of more than one cell, a cycle carries a particle from A_j to A_(j+1) with
probability one exactly when cos α = 0 and cos β = 0. -/
theorem perfect_transfer_iff (hN : 1 < N) (α β : ℝ) (j : ZMod N) :
    ‖(cycle α β *ᵥ ketA j) (Sum.inl (j + 1))‖ ^ 2 = 1 ↔
      Real.cos α = 0 ∧ Real.cos β = 0 := by
  have : Fact (1 < N) := ⟨hN⟩
  have amp : (cycle α β *ᵥ ketA j) (Sum.inl (j + 1))
      = ((-(Real.sin α * Real.sin β) : ℝ) : ℂ) := by
    rw [cycle_ketA]
    simp [ketA, ketB]
  rw [amp, Complex.norm_real, Real.norm_eq_abs, sq_abs]
  have ha := Real.sin_sq_add_cos_sq α
  have hb := Real.sin_sq_add_cos_sq β
  constructor
  · intro h
    -- the missing probability is a sum of two squares, in two ways
    have h1 : Real.cos α ^ 2 + (Real.sin α * Real.cos β) ^ 2 = 0 := by
      linear_combination ha + Real.sin α ^ 2 * hb - h
    have h2 : Real.cos β ^ 2 + (Real.sin β * Real.cos α) ^ 2 = 0 := by
      linear_combination hb + Real.sin β ^ 2 * ha - h
    constructor
    · exact pow_eq_zero_iff two_ne_zero |>.mp
        (by nlinarith [sq_nonneg (Real.cos α), sq_nonneg (Real.sin α * Real.cos β)])
    · exact pow_eq_zero_iff two_ne_zero |>.mp
        (by nlinarith [sq_nonneg (Real.cos β), sq_nonneg (Real.sin β * Real.cos α)])
  · rintro ⟨h1, h2⟩
    rw [h1] at ha
    rw [h2] at hb
    linear_combination ha + Real.sin α ^ 2 * hb

end

end RiceMelePump
```

```lean
#print axioms RiceMelePump.pulse_ket
-- 'RiceMelePump.pulse_ket' depends on axioms: [propext, Classical.choice, Quot.sound]
#print axioms RiceMelePump.pump_iterate
-- 'RiceMelePump.pump_iterate' depends on axioms: [propext, Classical.choice, Quot.sound]
#print axioms RiceMelePump.perfect_transfer_iff
-- 'RiceMelePump.perfect_transfer_iff' depends on axioms: [propext, Classical.choice, Quot.sound]
```
